# For a Hessian A bounded below by m > 0 and positive semidefinite C, tr(A⁻¹C) is at most tr C / m

The Hessian A is a finite, real symmetric matrix whose quadratic form lies between m|v|² and L|v|², with m positive, so the curvature per unit squared length is at least m in every direction. The declaration `trace_inv_mul_le` states that m tr(A⁻¹C) ≤ tr C for every positive semidefinite matrix C. The attempt first proves the bound for a single vector, m u·A⁻¹u ≤ u·u, with no normalisation of u. It then means to write C as MᵀM and to sum this bound over the rows of M.

An attempt in Lean 4 with a fault in it:

```lean
import Mathlib

open Matrix

namespace GreedyBFGS

noncomputable section

variable {ι : Type*} [Fintype ι] [DecidableEq ι]

/-- The Hessian `A` is symmetric and its quadratic form lies between `m |v|²` and `L |v|²`,
with `m` positive. -/
structure SpectralBounds (A : Matrix ι ι ℝ) (m L : ℝ) : Prop where
  symm : A.IsSymm
  pos : 0 < m
  lower : ∀ v : ι → ℝ, m * (v ⬝ᵥ v) ≤ v ⬝ᵥ A *ᵥ v
  upper : ∀ v : ι → ℝ, v ⬝ᵥ A *ᵥ v ≤ L * (v ⬝ᵥ v)

omit [DecidableEq ι] in
/-- The curvature of `A` along any nonzero direction is positive. -/
theorem curvature_pos {A : Matrix ι ι ℝ} {m L : ℝ} (h : SpectralBounds A m L)
    {s : ι → ℝ} (hs : s ≠ 0) : 0 < s ⬝ᵥ A *ᵥ s := by
  have h0 : 0 ≤ s ⬝ᵥ s := Finset.sum_nonneg fun i _ => mul_self_nonneg (s i)
  have h1 : s ⬝ᵥ s ≠ 0 := fun h => hs (dotProduct_self_eq_zero.mp h)
  exact lt_of_lt_of_le (mul_pos h.pos (lt_of_le_of_ne h0 h1.symm)) (h.lower s)

/-- The Hessian `A` is invertible. -/
theorem isUnit_det {A : Matrix ι ι ℝ} {m L : ℝ} (h : SpectralBounds A m L) :
    IsUnit A.det := by
  rw [isUnit_iff_ne_zero]
  intro h0
  obtain ⟨v, hv, hAv⟩ := Matrix.exists_mulVec_eq_zero_iff.mpr h0
  have h1 := curvature_pos h hv
  rw [hAv, dotProduct_zero] at h1
  exact lt_irrefl _ h1

/-- For positive semidefinite `C`, the trace of `A⁻¹ C` is at most `tr C / m`. -/
theorem trace_inv_mul_le {A C : Matrix ι ι ℝ} {m L : ℝ} (h : SpectralBounds A m L)
    (hC : C.PosSemidef) : m * (A⁻¹ * C).trace ≤ C.trace := by
  -- the bound for a single vector, from `0 ≤ |u - m A⁻¹ u|²`
  have key : ∀ u : ι → ℝ, m * (u ⬝ᵥ A⁻¹ *ᵥ u) ≤ u ⬝ᵥ u := by
    intro u
    have hu : A *ᵥ (A⁻¹ *ᵥ u) = u := by
      rw [Matrix.mulVec_mulVec, Matrix.mul_nonsing_inv _ (isUnit_det h), Matrix.one_mulVec]
    have h1 := h.lower (A⁻¹ *ᵥ u)
    rw [hu, dotProduct_comm _ u] at h1
    have h0 : 0 ≤ (u - m • (A⁻¹ *ᵥ u)) ⬝ᵥ (u - m • (A⁻¹ *ᵥ u)) :=
      Finset.sum_nonneg fun i _ => mul_self_nonneg _
    simp only [sub_dotProduct, dotProduct_sub, smul_dotProduct, dotProduct_smul,
      smul_eq_mul] at h0
    rw [dotProduct_comm (A⁻¹ *ᵥ u) u] at h0
    linarith [mul_le_mul_of_nonneg_left h1 h.pos.le]
  -- write `C = Mᵀ M` and sum over the rows of `M`
  obtain ⟨M, rfl⟩ := Matrix.posSemidef_iff_eq_conjTranspose_mul_self.mp hC
  have e1 : (A⁻¹ * (Mᴴ * M)).trace = ∑ k, M k ⬝ᵥ A⁻¹ *ᵥ M k := by
    rw [← Matrix.mul_assoc, Matrix.trace_mul_comm]
    simp [Matrix.trace, Matrix.mul_apply, dotProduct, Matrix.mulVec]
  have e2 : (Mᴴ * M).trace = ∑ k, M k ⬝ᵥ M k := by
    rw [Matrix.trace_mul_comm]
    simp [Matrix.trace, Matrix.mul_apply, dotProduct]
  rw [e1, e2, Finset.mul_sum]
  exact Finset.sum_le_sum fun k _ => key (M k)

end

end GreedyBFGS
```

Compiling this gives:

```
Main.lean:54:21: error(lean.unknownIdentifier): Unknown constant `Matrix.posSemidef_iff_eq_conjTranspose_mul_self.mp`
Main.lean:54:9: error: Tactic `rcases` failed: `x✝ : ?m.251` is not an inductive datatype
```

Cause. The first message says that Lean knows no constant `Matrix.posSemidef_iff_eq_conjTranspose_mul_self.mp`: the lemma meant to supply the factorisation of C is not available under that name. The second follows from the first. With the term unresolved, its type is an unknown `?m.251`, and `obtain` has no inductive datatype to take apart into `M` and an equation.

The repair does without the factorisation. It takes the orthonormal eigenvectors of C from `hC.isHermitian.eigenvectorBasis` and makes them the columns of `U`. Orthonormality gives `hU`, and from it `tr` writes the trace of any matrix as the sum of its quadratic form over these vectors. This replaces `e1` and `e2`, which depended on `M`. On each eigenvector C acts as multiplication by its eigenvalue, which `hC.eigenvalues_nonneg` shows to be non-negative. Multiplying the single-vector bound `key`, which is unchanged, by that eigenvalue therefore keeps the inequality, and summing the terms gives the result.

Fix (accepted with no message):

```diff
@@ -51,14 +51,27 @@
     rw [dotProduct_comm (A⁻¹ *ᵥ u) u] at h0
     linarith [mul_le_mul_of_nonneg_left h1 h.pos.le]
-  -- write `C = Mᵀ M` and sum over the rows of `M`
-  obtain ⟨M, rfl⟩ := Matrix.posSemidef_iff_eq_conjTranspose_mul_self.mp hC
-  have e1 : (A⁻¹ * (Mᴴ * M)).trace = ∑ k, M k ⬝ᵥ A⁻¹ *ᵥ M k := by
-    rw [← Matrix.mul_assoc, Matrix.trace_mul_comm]
-    simp [Matrix.trace, Matrix.mul_apply, dotProduct, Matrix.mulVec]
-  have e2 : (Mᴴ * M).trace = ∑ k, M k ⬝ᵥ M k := by
-    rw [Matrix.trace_mul_comm]
-    simp [Matrix.trace, Matrix.mul_apply, dotProduct]
-  rw [e1, e2, Finset.mul_sum]
-  exact Finset.sum_le_sum fun k _ => key (M k)
+  -- evaluate both traces in the orthonormal eigenbasis of `C`
+  let b := hC.isHermitian.eigenvectorBasis
+  let U : Matrix ι ι ℝ := fun k j => (b j).ofLp k
+  have hU : Uᵀ * U = 1 := by
+    ext i j
+    have h1 := orthonormal_iff_ite.mp b.orthonormal i j
+    rw [Matrix.one_apply, ← h1, Matrix.mul_apply, PiLp.inner_apply]
+    refine Finset.sum_congr rfl fun x _ => ?_
+    change (b i).ofLp x * (b j).ofLp x = _
+    simp [mul_comm]
+  have tr : ∀ M : Matrix ι ι ℝ, M.trace = ∑ j, (b j).ofLp ⬝ᵥ M *ᵥ (b j).ofLp := by
+    intro M
+    calc M.trace = (M * U * Uᵀ).trace := by
+          rw [Matrix.mul_assoc, mul_eq_one_comm.mp hU, Matrix.mul_one]
+      _ = (Uᵀ * (M * U)).trace := Matrix.trace_mul_comm _ _
+      _ = ∑ j, (b j).ofLp ⬝ᵥ M *ᵥ (b j).ofLp := rfl
+  rw [tr (A⁻¹ * C), tr C, Finset.mul_sum]
+  refine Finset.sum_le_sum fun j _ => ?_
+  have e : C *ᵥ (b j).ofLp = hC.isHermitian.eigenvalues j • (b j).ofLp :=
+    hC.isHermitian.mulVec_eigenvectorBasis j
+  rw [← Matrix.mulVec_mulVec, e]
+  simp only [Matrix.mulVec_smul, dotProduct_smul, smul_eq_mul]
+  linarith [mul_le_mul_of_nonneg_left (key (b j).ofLp) (hC.eigenvalues_nonneg j)]
 
 end
```
